# Between rest spinors, m times the tree-level Compton amplitude is (e·e') w†u

Let two photon polarisations both point along x, and put only γ⁰ between their vertices. Since γ¹ anticommutes with γ⁰ and squares to −1,

γ¹γ⁰γ¹ = −γ⁰γ¹γ¹ = γ⁰.

On a rest spinor, where γ⁰u = u, this acts as the number 1. With polarisations along x and y, each ordering alone contains γ¹γ² and depends on the spin, but the sum vanishes:

γ²γ⁰γ¹ + γ¹γ⁰γ² = −γ⁰(γ²γ¹ + γ¹γ²) = 0.

Between rest spinors, the spin dependence also cancels for arbitrary real polarisation vectors e, e' and with the full propagators. The matrices are complex, with rows and columns indexed by a finite type `N`.

```lean
import Mathlib

open Matrix

namespace ThomsonFromDirac

noncomputable section

variable {N : Type*} [Fintype N] [DecidableEq N]
```

## Matrices, propagator and amplitude

Apart from the Hermiticity of γ⁰, assumed where spinors are involved, the proofs use only the anticommutators of the γ matrices, with metric (+,−,−,−):

γ^μ γ^ν + γ^ν γ^μ = 2g^μν.

```lean
/-- The Clifford relation of the Dirac matrices with metric (+,-,-,-). -/
def IsClifford (γ : Fin 4 → Matrix N N ℂ) : Prop :=
  ∀ μ ν, γ μ * γ ν + γ ν * γ μ =
    (if μ = ν then (if μ = 0 then 2 else -2) else 0 : ℂ) • (1 : Matrix N N ℂ)
```

A four-vector is a real time component t and a real space part v. With i = 0, 1, 2, as in Lean, its slashed form is

tγ⁰ − Σᵢ vᵢ γⁱ⁺¹.

Write S(v) for the case t = 0, so that n̸ = γ⁰ + S(n) when the time component is one.

```lean
/-- The slashed four-vector with time component `t` and space part `v`. -/
def slash (γ : Fin 4 → Matrix N N ℂ) (t : ℝ) (v : Fin 3 → ℝ) : Matrix N N ℂ :=
  (t : ℂ) • γ 0 - ∑ i, (v i : ℂ) • γ i.succ
```

For mass m and four-momentum q = (E, **q**), the propagator without its factor i is (q̸ + m)/(q² − m²).

```lean
/-- The Dirac propagator (without the factor i) at energy `E` and momentum `q`. -/
def propagator (γ : Fin 4 → Matrix N N ℂ) (m E : ℝ) (q : Fin 3 → ℝ) : Matrix N N ℂ :=
  ((E ^ 2 - q ⬝ᵥ q - m ^ 2 : ℝ) : ℂ)⁻¹ • (slash γ E q + (m : ℂ) • 1)
```

The electron starts with momentum (m, 0). It absorbs the photon (ω, ωn) first, or emits (ω', ω'n') first. The amplitude M is the sum of both orderings between the Dirac adjoint w†γ⁰ and u, with charges and overall phases left out.

```lean
/-- The sum of the two tree diagrams for an electron of momentum (m, 0) that absorbs a photon
(ω, ωn) of polarisation `e` and emits a photon (ω', ω'n') of polarisation `e'`,
taken between the spinors `w` and `u`. -/
def comptonAmplitude (γ : Fin 4 → Matrix N N ℂ) (m ω ω' : ℝ) (n n' e e' : Fin 3 → ℝ)
    (w u : N → ℂ) : ℂ :=
  (star w ᵥ* γ 0) ⬝ᵥ
    ((slash γ 0 e' * propagator γ m (m + ω) (ω • n) * slash γ 0 e
      + slash γ 0 e * propagator γ m (m - ω') (-(ω' • n')) * slash γ 0 e') *ᵥ u)
```

## Signs under exchange with γ⁰

Expanding both sums gives

S(a)S(b) + S(b)S(a) = Σᵢⱼ aᵢbⱼ(γⁱ⁺¹γʲ⁺¹ + γʲ⁺¹γⁱ⁺¹) = −2a·b.

In the proof, `key` is this expansion and `hs` supplies the Clifford relation.

```lean
/-- The anticommutator of two slashed spatial vectors is minus twice their scalar product. -/
theorem slash_space_anticomm {γ : Fin 4 → Matrix N N ℂ} (h : IsClifford γ) (a b : Fin 3 → ℝ) :
    slash γ 0 a * slash γ 0 b + slash γ 0 b * slash γ 0 a
      = (-(2 * ((a ⬝ᵥ b : ℝ) : ℂ))) • (1 : Matrix N N ℂ) := by
  have hs : ∀ i j : Fin 3, γ i.succ * γ j.succ + γ j.succ * γ i.succ
      = (if i = j then -2 else 0 : ℂ) • (1 : Matrix N N ℂ) := by
    intro i j
    rw [h i.succ j.succ]
    simp [Fin.succ_ne_zero]
  have key : slash γ 0 a * slash γ 0 b + slash γ 0 b * slash γ 0 a
      = ∑ i, ∑ j, ((a i : ℂ) * (b j : ℂ)) •
          (γ i.succ * γ j.succ + γ j.succ * γ i.succ) := by
    simp only [slash, Fin.sum_univ_three, Complex.ofReal_zero, zero_smul, zero_sub, neg_mul_neg,
      mul_add, add_mul, smul_mul_assoc, mul_smul_comm]
    module
  rw [key]
  simp only [hs, smul_smul, ← Finset.sum_smul]
  congr 1
  simp [dotProduct, Fin.sum_univ_three]
  ring
```

Each spatial matrix changes sign on passing γ⁰, hence γ⁰S(a) = −S(a)γ⁰.

```lean
/-- A slashed spatial vector anticommutes with γ⁰. -/
theorem gamma0_slash_space {γ : Fin 4 → Matrix N N ℂ} (h : IsClifford γ) (a : Fin 3 → ℝ) :
    γ 0 * slash γ 0 a = -(slash γ 0 a * γ 0) := by
  have hs : ∀ i : Fin 3, γ 0 * γ i.succ = -(γ i.succ * γ 0) := fun i =>
    eq_neg_of_add_eq_zero_left (by rw [h 0 i.succ]; simp [(Fin.succ_ne_zero i).symm])
  simp only [slash, Complex.ofReal_zero, zero_smul, zero_sub, mul_neg, neg_mul, Finset.mul_sum,
    Finset.sum_mul, mul_smul_comm, smul_mul_assoc, hs, smul_neg, Finset.sum_neg_distrib]
```

The condition γ⁰w = w is the Dirac equation for a positive-energy electron at rest. Since γ⁰ is Hermitian, the adjoint of this equation is w†γ⁰ = w†.

```lean
omit [DecidableEq N] in
/-- For a rest spinor the Dirac adjoint w†γ⁰ equals w†. -/
theorem adjoint_rest {g : Matrix N N ℂ} (hg : g.IsHermitian) {w : N → ℂ} (hw : g *ᵥ w = w) :
    star w ᵥ* g = star w := by
  have h := congrArg star hw
  rwa [Matrix.star_mulVec, hg.eq] at h
```

If X anticommutes with γ⁰, then

w†Xu = w†γ⁰Xu = −w†Xγ⁰u = −w†Xu,

so the element is zero.

```lean
omit [DecidableEq N] in
/-- An operator that anticommutes with γ⁰ has no matrix element between rest spinors. -/
theorem odd_element_zero {g X : Matrix N N ℂ} (hg : g.IsHermitian) {w u : N → ℂ}
    (hw : g *ᵥ w = w) (hu : g *ᵥ u = u) (hX : g * X = -(X * g)) :
    star w ⬝ᵥ (X *ᵥ u) = 0 := by
  have h1 : star w ⬝ᵥ ((g * X) *ᵥ u) = star w ⬝ᵥ (X *ᵥ u) := by
    rw [← Matrix.mulVec_mulVec, Matrix.dotProduct_mulVec (star w) g, adjoint_rest hg hw]
  have h2 : star w ⬝ᵥ ((g * X) *ᵥ u) = -(star w ⬝ᵥ (X *ᵥ u)) := by
    rw [hX, Matrix.neg_mulVec, ← Matrix.mulVec_mulVec, hu, dotProduct_neg]
  linear_combination (h2 - h1) / 2
```

Now insert n̸ = γ⁰ + S(n) and n̸' = γ⁰ + S(n'). Products of three spatial factors anticommute with γ⁰ (`odd`) and drop out. The γ⁰ parts give (`hM`)

S(e')γ⁰S(e) + S(e)γ⁰S(e') = −γ⁰(S(e)S(e') + S(e')S(e)) = 2(e·e')γ⁰,

which becomes 2(e·e')w†u between the spinors.

```lean
/-- Between rest spinors the two orderings of the Dirac vertices add up to
2(e·e') w†u, for all space parts `n`, `n'` of the middle vectors. -/
theorem thomson_vertex {γ : Fin 4 → Matrix N N ℂ} (h : IsClifford γ) (hg : (γ 0).IsHermitian)
    {w u : N → ℂ} (hw : γ 0 *ᵥ w = w) (hu : γ 0 *ᵥ u = u) (n n' e e' : Fin 3 → ℝ) :
    star w ⬝ᵥ ((slash γ 0 e' * slash γ 1 n * slash γ 0 e
      + slash γ 0 e * slash γ 1 n' * slash γ 0 e') *ᵥ u)
      = 2 * ((e ⬝ᵥ e' : ℝ) : ℂ) * (star w ⬝ᵥ u) := by
  have split : ∀ v, slash γ 1 v = γ 0 + slash γ 0 v := fun v => by
    simp [slash, sub_eq_add_neg]
  have he := gamma0_slash_space h e
  have he' := gamma0_slash_space h e'
  -- three spatial factors are odd under γ⁰
  have odd : ∀ a b c, γ 0 * (slash γ 0 a * slash γ 0 b * slash γ 0 c)
      = -(slash γ 0 a * slash γ 0 b * slash γ 0 c * γ 0) := fun a b c => by
    have ha := gamma0_slash_space h a
    have hb := gamma0_slash_space h b
    have hc := gamma0_slash_space h c
    linear_combination (norm := noncomm_ring) ha * slash γ 0 b * slash γ 0 c
      - slash γ 0 a * hb * slash γ 0 c + slash γ 0 a * slash γ 0 b * hc
  -- the time components leave the anticommutator of the polarisations
  have hM : slash γ 0 e' * slash γ 1 n * slash γ 0 e + slash γ 0 e * slash γ 1 n' * slash γ 0 e'
      = -(γ 0 * (slash γ 0 e * slash γ 0 e' + slash γ 0 e' * slash γ 0 e))
        + (slash γ 0 e' * slash γ 0 n * slash γ 0 e
          + slash γ 0 e * slash γ 0 n' * slash γ 0 e') := by
    rw [split, split]
    linear_combination (norm := noncomm_ring) he' * slash γ 0 e + he * slash γ 0 e'
  have hc : -(γ 0 * ((-(2 * ((e ⬝ᵥ e' : ℝ) : ℂ))) • (1 : Matrix N N ℂ)))
      = (2 * ((e ⬝ᵥ e' : ℝ) : ℂ)) • γ 0 := by
    rw [mul_smul_comm, mul_one, neg_smul, neg_neg]
  rw [hM, slash_space_anticomm h, hc, Matrix.add_mulVec, Matrix.add_mulVec, dotProduct_add,
    dotProduct_add, odd_element_zero hg hw hu (odd e' n e), odd_element_zero hg hw hu (odd e n' e'),
    Matrix.smul_mulVec, hu, dotProduct_smul, smul_eq_mul, add_zero, add_zero]
```

## The propagators at lightlike photon momentum

Let the electron take up (x, xn) with n·n = 1. The denominator is (m+x)² − x² − m² = 2mx, and the numerator is x n̸ + m(γ⁰ + 1). The propagator is therefore

n̸/(2m) + (γ⁰ + 1)/(2x).

```lean
omit [Fintype N] in
/-- The propagator of an electron at rest that has taken up the lightlike momentum (x, xn)
splits into n̸/(2m) and (γ⁰+1)/(2x). -/
theorem propagator_after_photon (γ : Fin 4 → Matrix N N ℂ) {m x : ℝ} (hm : m ≠ 0) (hx : x ≠ 0)
    {n : Fin 3 → ℝ} (hn : n ⬝ᵥ n = 1) :
    propagator γ m (m + x) (x • n)
      = (2 * (m : ℂ))⁻¹ • slash γ 1 n + (2 * (x : ℂ))⁻¹ • (γ 0 + 1) := by
  have hm' : (m : ℂ) ≠ 0 := Complex.ofReal_ne_zero.mpr hm
  have hx' : (x : ℂ) ≠ 0 := Complex.ofReal_ne_zero.mpr hx
  have hden : (m + x) ^ 2 - (x • n) ⬝ᵥ (x • n) - m ^ 2 = 2 * m * x := by
    rw [smul_dotProduct, dotProduct_smul, hn]
    simp only [smul_eq_mul]
    ring
  have hs : slash γ (m + x) (x • n) = (m : ℂ) • γ 0 + (x : ℂ) • slash γ 1 n := by
    simp only [slash, Fin.sum_univ_three, Pi.smul_apply, smul_eq_mul, Complex.ofReal_mul,
      Complex.ofReal_add, Complex.ofReal_one]
    module
  have c1 : ((2 * m * x : ℝ) : ℂ)⁻¹ * (m : ℂ) = (2 * (x : ℂ))⁻¹ := by
    push_cast
    field_simp
  have c2 : ((2 * m * x : ℝ) : ℂ)⁻¹ * (x : ℂ) = (2 * (m : ℂ))⁻¹ := by
    push_cast
    field_simp
  rw [propagator, hden, hs]
  simp only [smul_add, smul_smul, c1, c2]
  abel
```

Use x = ω in one diagram and x = −ω' in the other. The terms in 1/x vanish (`kill`), because

(γ⁰ + 1)S(e)u = S(e)(1 − γ⁰)u = 0.

The vertex identity then gives

mM = m · (1/2m) · 2(e·e')w†u = (e·e')w†u.

```lean
/-- Thomson amplitude: between rest spinors the mass times the Compton amplitude is
(e·e') w†u, for all nonzero photon energies and all photon directions. -/
theorem thomson_amplitude {γ : Fin 4 → Matrix N N ℂ} (h : IsClifford γ) (hg : (γ 0).IsHermitian)
    {w u : N → ℂ} (hw : γ 0 *ᵥ w = w) (hu : γ 0 *ᵥ u = u) {m ω ω' : ℝ} (hm : m ≠ 0)
    (hω : ω ≠ 0) (hω' : ω' ≠ 0) {n n' : Fin 3 → ℝ} (hn : n ⬝ᵥ n = 1) (hn' : n' ⬝ᵥ n' = 1)
    (e e' : Fin 3 → ℝ) :
    (m : ℂ) * comptonAmplitude γ m ω ω' n n' e e' w u
      = ((e ⬝ᵥ e' : ℝ) : ℂ) * (star w ⬝ᵥ u) := by
  have hm' : (m : ℂ) ≠ 0 := Complex.ofReal_ne_zero.mpr hm
  -- γ⁰ + 1 annihilates a rest spinor hit by a spatial vertex
  have kill : ∀ a b, (slash γ 0 a * ((γ 0 + 1) * slash γ 0 b)) *ᵥ u = 0 := fun a b => by
    have hb : (γ 0 + 1) * slash γ 0 b = slash γ 0 b * (1 - γ 0) := by
      linear_combination (norm := noncomm_ring) gamma0_slash_space h b
    rw [hb, ← mul_assoc, ← Matrix.mulVec_mulVec, Matrix.sub_mulVec, Matrix.one_mulVec, hu,
      sub_self, Matrix.mulVec_zero]
  have expand : ∀ (A B S T : Matrix N N ℂ) (c d : ℂ),
      A * (c • S + d • T) * B = c • (A * S * B) + d • (A * (T * B)) := by
    intro A B S T c d
    simp only [mul_add, add_mul, mul_smul_comm, smul_mul_assoc, mul_assoc]
  rw [comptonAmplitude, adjoint_rest hg hw, sub_eq_add_neg, ← neg_smul,
    propagator_after_photon γ hm hω hn, propagator_after_photon γ hm (neg_ne_zero.mpr hω') hn',
    expand, expand]
  have hv := thomson_vertex h hg hw hu n n' e e'
  simp only [Matrix.add_mulVec, dotProduct_add] at hv
  simp only [Matrix.add_mulVec, Matrix.smul_mulVec, kill, smul_zero, add_zero, dotProduct_add,
    dotProduct_smul, smul_eq_mul]
  rw [← mul_add, hv]
  field_simp
```

For normalised spinors, M is (e·e')/m when w = u and zero when they are orthogonal: the spin is not flipped. For a single free electron at tree level, this is, up to convention-dependent factors, the coefficient given by the A² term of the non-relativistic Hamiltonian.

The theorem needs no limit in ω because w is assumed to be a rest spinor. Except in exactly forward scattering, a real outgoing electron recoils, and the physical reading is then the soft regime ω ≪ m. Transversality of e and e' is not required, and no cross-section is derived.

## The Dirac representation, and a spinor that breaks the identity

The hypotheses are met by the usual 4×4 matrices, built from the Pauli matrices σᵢ.

```lean
/-- The three Pauli matrices. -/
def pauli : Fin 3 → Matrix (Fin 2) (Fin 2) ℂ :=
  ![!![0, 1; 1, 0], !![0, -Complex.I; Complex.I, 0], !![1, 0; 0, -1]]
```

In 2×2 blocks, γ⁰ is diag(1, −1), and γⁱ⁺¹ has σᵢ and −σᵢ off the diagonal.

```lean
/-- The Dirac matrices in the Dirac representation, written in 2 by 2 blocks. -/
def diracGamma : Fin 4 → Matrix (Fin 2 ⊕ Fin 2) (Fin 2 ⊕ Fin 2) ℂ :=
  Matrix.vecCons (Matrix.fromBlocks 1 0 0 (-1))
    (fun i => Matrix.fromBlocks 0 (pauli i) (-pauli i) 0)
```

The relation σᵢσⱼ + σⱼσᵢ = 2δᵢⱼ is checked entry by entry.

```lean
/-- Two Pauli matrices anticommute to twice the Kronecker delta. -/
theorem pauli_anticomm (i j : Fin 3) : pauli i * pauli j + pauli j * pauli i
    = (if i = j then 2 else 0 : ℂ) • (1 : Matrix (Fin 2) (Fin 2) ℂ) := by
  fin_cases i <;> fin_cases j <;> ext a b <;> fin_cases a <;> fin_cases b <;>
    simp [pauli] <;> norm_num
```

Block multiplication reduces the Clifford relation to it, and γ⁰ fixes every spinor (v, 0).

```lean
/-- The Dirac representation obeys the Clifford relation, its γ⁰ is Hermitian, and γ⁰ fixes
every spinor whose lower two components vanish. -/
theorem diracGamma_witness : IsClifford diracGamma ∧ (diracGamma 0).IsHermitian ∧
    ∀ v : Fin 2 → ℂ, diracGamma 0 *ᵥ Sum.elim v (0 : Fin 2 → ℂ) = Sum.elim v 0 := by
  have g0 : diracGamma 0 = Matrix.fromBlocks 1 0 0 (-1) := rfl
  have gs : ∀ i : Fin 3, diracGamma i.succ
      = Matrix.fromBlocks 0 (pauli i) (-pauli i) 0 := fun _ => rfl
  have sq0 : diracGamma 0 * diracGamma 0 = 1 := by
    simp [g0, Matrix.fromBlocks_multiply]
  have mixed : ∀ i : Fin 3,
      diracGamma 0 * diracGamma i.succ + diracGamma i.succ * diracGamma 0 = 0 := fun i => by
    simp [g0, gs, Matrix.fromBlocks_multiply, Matrix.fromBlocks_add]
  -- two spatial matrices reduce to the Pauli anticommutator in each diagonal block
  have space : ∀ i j : Fin 3,
      diracGamma i.succ * diracGamma j.succ + diracGamma j.succ * diracGamma i.succ
        = Matrix.fromBlocks (-(pauli i * pauli j + pauli j * pauli i)) 0 0
            (-(pauli i * pauli j + pauli j * pauli i)) := fun i j => by
    simp [gs, Matrix.fromBlocks_multiply, Matrix.fromBlocks_add, add_comm]
  refine ⟨?_, ?_, ?_⟩
  · intro μ ν
    cases μ using Fin.cases with
    | zero =>
      cases ν using Fin.cases with
      | zero => rw [sq0, if_pos rfl, if_pos rfl, two_smul]
      | succ j => rw [mixed, if_neg (Fin.succ_ne_zero j).symm, zero_smul]
    | succ i =>
      cases ν using Fin.cases with
      | zero => rw [add_comm, mixed, if_neg (Fin.succ_ne_zero i), zero_smul]
      | succ j =>
        rw [space, pauli_anticomm, ← Matrix.fromBlocks_one, Matrix.fromBlocks_smul]
        by_cases hij : i = j <;> simp [hij, Fin.succ_ne_zero]
  · simp [g0, Matrix.IsHermitian, Matrix.fromBlocks_conjTranspose]
  · intro v
    simp [g0, Matrix.fromBlocks_mulVec]

end

end ThomsonFromDirac
```

The condition γ⁰w = w matters. Take u = (1,0,0,0) and w = (0,0,1,0), with unit vectors e = e' along x and n = n' along z. Here γ⁰w = −w, so w is a negative-energy spinor and not the state of an outgoing electron; the example only tests the algebra of the vertex identity. The γ⁰ parts contribute nothing, while the spatial parts add up to −2γ³. A short calculation gives

w†(−2γ³)u = 2,

whereas 2(e·e')w†u = 0.

```lean
#print axioms ThomsonFromDirac.thomson_amplitude
```

```
'ThomsonFromDirac.thomson_amplitude' depends on axioms: [propext, Classical.choice, Quot.sound]
```
